# For \(\varepsilon>0\), \((r^{2+\varepsilon}-r^2)/\varepsilon\) approximates \(r^2\ln r\) on \((0,1]\) with error at most \(\varepsilon e^{-2}/2\), and the normalised overlap \(S\) of the two powers in \(L^2[0,1]\) obeys \(1-S^2=(\varepsilon/(5+\varepsilon))^2\)

## Replacing a logarithm by \(r^3-r^2\)

Take the two functions \(r^2\) and \(r^3\) on \(0<r\le 1\). Their difference \(r^3-r^2\) is a crude copy of \(r^2\ln r\): both are negative inside the interval and vanish at \(r=1\). At \(r=1/e\) the copy exceeds the original by

\[
r^2(r-1-\ln r)=e^{-2}\cdot e^{-1}\approx 0.050 .
\]

The two functions are also nearly parallel. Since \(\int_0^1 r^5\,dr=1/6\), while the squared norms are \(1/5\) and \(1/7\), the normalised overlap \(S\) satisfies \(S^2=35/36\), so \(1-S^2=(1/6)^2\).

Bringing the second exponent closer to 2 improves the copy, provided the difference is divided by the gap between the exponents, and makes the functions more parallel.

## The Fock term and a basis of powers

Near the point where both electrons of a helium-like atom meet the nucleus, the Fock expansion of the ground-state wavefunction contains a term \(R^2\ln R\), multiplied by a function of the angles. Here \(R=\sqrt{r_1^2+r_2^2}\) is the hyperradius, with \(r_1\) and \(r_2\) the distances of the electrons from the nucleus. A basis of pure powers has no logarithm, but two close powers can form a difference quotient that approximates one. In what follows \(r\) plays the part of \(R\), in units where the region considered ends at 1.

For every \(\varepsilon>0\) and \(0<r\le1\),

\[
0\le \frac{r^{2+\varepsilon}-r^2}{\varepsilon}-r^2\ln r\le \frac{\varepsilon e^{-2}}{2},
\qquad
1-S^2=\left(\frac{\varepsilon}{5+\varepsilon}\right)^2,
\]

where \(S\) is now the normalised overlap of \(r^2\) and \(r^{2+\varepsilon}\) in \(L^2[0,1]\). In this one-variable model with two basis functions, the normalised overlap matrix has smallest eigenvalue \(1-S\approx\varepsilon^2/50\) for small \(\varepsilon\), a simple example of the near linear dependence that can cause numerical trouble in electronic-structure calculations when basis functions are nearly parallel.

## Bounding the error

Let \(p>0\) be the leading power and \(L=\ln r\le0\). Since \(r^{p+\varepsilon}=r^pe^{\varepsilon L}\), the error is

\[
\frac{r^{p+\varepsilon}-r^p}{\varepsilon}-r^pL
=\frac{r^p\,(e^{\varepsilon L}-1-\varepsilon L)}{\varepsilon}.
\]

It is nonnegative because \(e^x\ge1+x\).

For the upper bound, put \(t=-\varepsilon L\ge0\). From \(e^t\ge1+t+t^2/2\) and

\[
(1+t+t^2/2)(1-t+t^2/2)=1+t^4/4\ge1
\]

we get \(e^{-t}\le1-t+t^2/2\), as the second factor is positive. The error is therefore at most \(\varepsilon r^pL^2/2\).

Next put \(y=-pL/2\ge0\). Then \(y\le e^{y-1}\), so \(y^2\le e^{2y-2}\). As \(r^p=e^{-2y}\), this gives \(r^py^2\le e^{-2}\), that is, \(r^pL^2\le4e^{-2}/p^2\). The error is at most \(2\varepsilon e^{-2}/p^2\), which for \(p=2\) is \(\varepsilon e^{-2}/2\).

The constant is sharp to leading order. The function \(e^{-t}-(1-t+t^2/2-t^3/6)\) vanishes at \(t=0\) and has derivative \(-e^{-t}+1-t+t^2/2\ge0\), so it is nonnegative for \(t\ge0\). At \(r=1/e\) and \(p=2\), where \(L=-1\) and \(t=\varepsilon\), the error is thus at least \(e^{-2}(\varepsilon/2-\varepsilon^2/6)\).

## Computing the overlap

For exponents \(p,q>-1/2\), \(\int_0^1r^{p+q}\,dr=1/(p+q+1)\). Hence

\[
S^2=\frac{(2p+1)(2q+1)}{(p+q+1)^2},\qquad
1-S^2=\frac{(p+q+1)^2-(2p+1)(2q+1)}{(p+q+1)^2}=\left(\frac{q-p}{p+q+1}\right)^2 .
\]

Setting \(p=2\), \(q=2+\varepsilon\) gives the stated result.

## Numbers for \(\varepsilon=0.1\)

At \(r=1/e\), \(r^2=0.13534\) and \(r^{2.1}=0.12246\). The quotient is \(-0.1288\), against \(r^2\ln r=-0.1353\). The error is \(0.00655\), just under the bound \(0.00677\). For the overlap, \(S^2=5\cdot5.2/5.1^2=26/26.01\), so \(1-S^2\approx0.00038\).

## Reading the Lean statement

`fracLog p ε r` is the difference quotient, with real exponents; `Real.log` is the natural logarithm. `normalizedOverlap f g` is the integral of \(fg\) over \([0,1]\) divided by the square root of the product of the squared norms. The functions passed to it are the unnormalised powers.

The final theorem, `fractional_power_imitates_fock_log`, assumes only `0 < ε`, with no smallness condition. Its first part holds for each `r` with `0 < r` and `r ≤ 1`; its second is the overlap identity.

The integration measure is \(dr\), without the hyperradial volume factor \(R^5\). The angular function, the Hamiltonian and the energy do not enter, and the Fock expansion itself is motivation here, not something derived.

```lean
import Mathlib

open MeasureTheory

namespace FockLogFractionalPowers

noncomputable section

/-- The difference quotient `(r^(p+ε) - r^p)/ε` of two powers of the distance `r`,
for `ε ≠ 0`. -/
def fracLog (p ε r : ℝ) : ℝ := (r ^ (p + ε) - r ^ p) / ε

/-- The overlap of two real radial functions on `[0,1]` after normalisation in `L²`,
for square-integrable functions of nonzero norm. -/
def normalizedOverlap (f g : ℝ → ℝ) : ℝ :=
  (∫ r in (0 : ℝ)..1, f r * g r) /
    Real.sqrt ((∫ r in (0 : ℝ)..1, f r * f r) * ∫ r in (0 : ℝ)..1, g r * g r)

/-- For `t ≥ 0` the decaying exponential lies between its Taylor polynomials of
third and second order. -/
theorem exp_neg_bounds {t : ℝ} (ht : 0 ≤ t) :
    1 - t + t ^ 2 / 2 - t ^ 3 / 6 ≤ Real.exp (-t) ∧
      Real.exp (-t) ≤ 1 - t + t ^ 2 / 2 := by
  have upper : ∀ x : ℝ, 0 ≤ x → Real.exp (-x) ≤ 1 - x + x ^ 2 / 2 := by
    intro x hx
    have h := Real.quadratic_le_exp_of_nonneg hx
    have hpos : 0 < 1 - x + x ^ 2 / 2 := by nlinarith [sq_nonneg (x - 1)]
    rw [Real.exp_neg, inv_le_iff_one_le_mul₀ (Real.exp_pos x)]
    have h2 := mul_le_mul_of_nonneg_left h hpos.le
    nlinarith [sq_nonneg (x ^ 2)]
  refine ⟨?_, upper t ht⟩
  -- the difference to the cubic polynomial increases, by the quadratic bound
  have hd : ∀ x : ℝ, HasDerivAt
      (fun y : ℝ => Real.exp (-y) - (1 - y + y ^ 2 / 2 - y ^ 3 / 6))
      (-Real.exp (-x) - (-1 + x - x ^ 2 / 2)) x := by
    intro x
    have h1 := (hasDerivAt_id' x).fun_neg.exp
    have h2 := (((hasDerivAt_id' x).const_sub 1).fun_add
      (((hasDerivAt_id' x).fun_pow 2).div_const 2)).fun_sub
      (((hasDerivAt_id' x).fun_pow 3).div_const 6)
    exact (h1.fun_sub h2).congr_deriv (by push_cast; ring)
  have hm := monotoneOn_of_deriv_nonneg (convex_Ici (0 : ℝ))
    (fun x _ => (hd x).continuousAt.continuousWithinAt)
    (fun x _ => (hd x).differentiableAt.differentiableWithinAt)
    (fun x hx => by
      rw [interior_Ici] at hx
      rw [(hd x).deriv]
      linarith [upper x (Set.mem_Ioi.1 hx).le])
  have h := hm (Set.mem_Ici.2 le_rfl) (Set.mem_Ici.2 ht) ht
  norm_num at h
  linarith

/-- For `r > 0` and `ε ≠ 0`, the error made in replacing `r^p ln r` by the difference
quotient is `r^p` times the remainder of the exponential beyond first order, over `ε`. -/
theorem fracLog_error_eq {p ε r : ℝ} (hr : 0 < r) (hε : ε ≠ 0) :
    fracLog p ε r - r ^ p * Real.log r =
      r ^ p * (Real.exp (ε * Real.log r) - 1 - ε * Real.log r) / ε := by
  unfold fracLog
  rw [Real.rpow_add hr, Real.rpow_def_of_pos hr ε, mul_comm (Real.log r) ε,
    eq_div_iff hε, sub_mul, div_mul_cancel₀ _ hε]
  ring

/-- For `p > 0` and `0 < r ≤ 1`, the function `r^p (ln r)²` is at most `4 exp(-2)/p²`. -/
theorem rpow_mul_log_sq_le {p r : ℝ} (hp : 0 < p) (hr : 0 < r) (hr1 : r ≤ 1) :
    r ^ p * Real.log r ^ 2 ≤ 4 * Real.exp (-2) / p ^ 2 := by
  have hL : Real.log r ≤ 0 := Real.log_nonpos hr.le hr1
  have hy : 0 ≤ -(p * Real.log r) / 2 := by nlinarith
  -- y ≤ exp (y - 1) with y = -(p ln r)/2
  have h := Real.add_one_le_exp (-(p * Real.log r) / 2 - 1)
  have h2 := pow_le_pow_left₀ hy (by linarith :
    -(p * Real.log r) / 2 ≤ Real.exp (-(p * Real.log r) / 2 - 1)) 2
  have e : Real.exp (Real.log r * p) * Real.exp (-(p * Real.log r) / 2 - 1) ^ 2
      = Real.exp (-2) := by
    rw [sq, ← Real.exp_add, ← Real.exp_add]
    congr 1
    ring
  have h3 := mul_le_mul_of_nonneg_left h2 (Real.exp_pos (Real.log r * p)).le
  rw [e] at h3
  rw [le_div_iff₀ (by positivity), Real.rpow_def_of_pos hr]
  linarith

/-- For `p, ε > 0` and `0 < r ≤ 1`, the difference quotient of powers exceeds
`r^p ln r` by an amount between `0` and `2 ε exp(-2)/p²`. -/
theorem fracLog_error_bounds {p ε r : ℝ} (hp : 0 < p) (hε : 0 < ε)
    (hr : 0 < r) (hr1 : r ≤ 1) :
    0 ≤ fracLog p ε r - r ^ p * Real.log r ∧
      fracLog p ε r - r ^ p * Real.log r ≤ 2 * ε * Real.exp (-2) / p ^ 2 := by
  have hL : Real.log r ≤ 0 := Real.log_nonpos hr.le hr1
  have hP : 0 < r ^ p := Real.rpow_pos_of_pos hr p
  rw [fracLog_error_eq hr hε.ne']
  constructor
  · have h := Real.add_one_le_exp (ε * Real.log r)
    exact div_nonneg (mul_nonneg hP.le (by linarith)) hε.le
  · have h := (exp_neg_bounds (t := -(ε * Real.log r)) (by nlinarith)).2
    rw [neg_neg] at h
    have h1 : Real.exp (ε * Real.log r) - 1 - ε * Real.log r
        ≤ (ε * Real.log r) ^ 2 / 2 := by linarith
    have h2 := mul_le_mul_of_nonneg_left h1 hP.le
    have h3 := mul_le_mul_of_nonneg_left (rpow_mul_log_sq_le hp hr hr1)
      (by positivity : 0 ≤ ε ^ 2 / 2)
    rw [div_le_iff₀ hε]
    calc _ ≤ r ^ p * ((ε * Real.log r) ^ 2 / 2) := h2
      _ = ε ^ 2 / 2 * (r ^ p * Real.log r ^ 2) := by ring
      _ ≤ ε ^ 2 / 2 * (4 * Real.exp (-2) / p ^ 2) := h3
      _ = 2 * ε * Real.exp (-2) / p ^ 2 * ε := by ring

/-- At `r = 1/e` and for `ε > 0`, the error in imitating `r² ln r` is at least
`exp(-2) (ε/2 - ε²/6)`. -/
theorem fracLog_error_sharp {ε : ℝ} (hε : 0 < ε) :
    Real.exp (-2) * (ε / 2 - ε ^ 2 / 6) ≤
      fracLog 2 ε (Real.exp (-1)) -
        Real.exp (-1) ^ (2 : ℝ) * Real.log (Real.exp (-1)) := by
  have h := (exp_neg_bounds hε.le).1
  rw [fracLog_error_eq (Real.exp_pos _) hε.ne', Real.log_exp, ← Real.exp_mul,
    show (-1 : ℝ) * 2 = -2 by norm_num, mul_neg_one, le_div_iff₀ hε, mul_assoc]
  exact mul_le_mul_of_nonneg_left (by linarith) (Real.exp_pos _).le

/-- The overlap integral of `r^p` and `r^q` on `[0,1]` is `1/(p+q+1)` when `p + q > -1`. -/
theorem integral_rpow_mul_rpow {p q : ℝ} (h : -1 < p + q) :
    ∫ r in (0 : ℝ)..1, r ^ p * r ^ q = 1 / (p + q + 1) := by
  have hc : ∫ r in (0 : ℝ)..1, r ^ p * r ^ q = ∫ r in (0 : ℝ)..1, r ^ (p + q) := by
    refine intervalIntegral.integral_congr_ae (Filter.Eventually.of_forall ?_)
    intro r hr
    rw [Set.uIoc_of_le zero_le_one] at hr
    exact (Real.rpow_add hr.1 p q).symm
  have hpos : 0 < p + q + 1 := by linarith
  rw [hc, integral_rpow (Or.inl h), Real.one_rpow, Real.zero_rpow hpos.ne', sub_zero]

/-- For exponents `p, q > -1/2`, the normalised overlap `S` of `r^p` and `r^q` obeys
`1 - S² = ((q-p)/(p+q+1))²`. -/
theorem one_sub_overlap_sq {p q : ℝ} (hp : -1 / 2 < p) (hq : -1 / 2 < q) :
    1 - normalizedOverlap (fun r => r ^ p) (fun r => r ^ q) ^ 2 =
      ((q - p) / (p + q + 1)) ^ 2 := by
  have h1 : 0 < p + q + 1 := by linarith
  have h2 : 0 < p + p + 1 := by linarith
  have h3 : 0 < q + q + 1 := by linarith
  simp only [normalizedOverlap]
  rw [integral_rpow_mul_rpow (by linarith), integral_rpow_mul_rpow (by linarith),
    integral_rpow_mul_rpow (by linarith), div_pow,
    Real.sq_sqrt (mul_pos (one_div_pos.2 h2) (one_div_pos.2 h3)).le]
  have e : (1 / (p + q + 1)) ^ 2 / (1 / (p + p + 1) * (1 / (q + q + 1)))
      = (p + p + 1) * (q + q + 1) / (p + q + 1) ^ 2 := by
    rw [one_div_mul_one_div, div_div_eq_mul_div, div_one, one_div, inv_pow]
    ring
  rw [e, div_pow, eq_div_iff (pow_pos h1 2).ne', sub_mul,
    div_mul_cancel₀ _ (pow_pos h1 2).ne']
  ring

/-- For `ε > 0`, the quotient `(r^(2+ε) - r²)/ε` exceeds the Fock term `r² ln r` by at
most `ε exp(-2)/2` and never falls below it on `0 < r ≤ 1`, while the normalised overlap
`S` of `r²` and `r^(2+ε)` on `[0,1]` obeys `1 - S² = (ε/(5+ε))²`. -/
theorem fractional_power_imitates_fock_log {ε : ℝ} (hε : 0 < ε) :
    (∀ r : ℝ, 0 < r → r ≤ 1 →
      0 ≤ fracLog 2 ε r - r ^ (2 : ℝ) * Real.log r ∧
      fracLog 2 ε r - r ^ (2 : ℝ) * Real.log r ≤ ε * Real.exp (-2) / 2) ∧
    1 - normalizedOverlap (fun r => r ^ (2 : ℝ)) (fun r => r ^ (2 + ε)) ^ 2 =
      (ε / (5 + ε)) ^ 2 := by
  constructor
  · intro r hr hr1
    have h := fracLog_error_bounds (p := 2) two_pos hε hr hr1
    exact ⟨h.1, h.2.trans_eq (by ring)⟩
  · rw [one_sub_overlap_sq (by norm_num) (by linarith),
      show 2 + ε - 2 = ε by ring, show 2 + (2 + ε) + 1 = 5 + ε by ring]

end

end FockLogFractionalPowers
```

```lean
#print axioms FockLogFractionalPowers.fracLog_error_sharp
#print axioms FockLogFractionalPowers.fractional_power_imitates_fock_log
```

```
'FockLogFractionalPowers.fracLog_error_sharp' depends on axioms: [propext, Classical.choice, Quot.sound]
'FockLogFractionalPowers.fractional_power_imitates_fock_log' depends on axioms: [propext, Classical.choice, Quot.sound]
```

## From the exponential to the final theorem

`exp_neg_bounds` supplies both Taylor bounds. Its inner statement `upper` multiplies the quadratic lower bound for \(e^x\) by the positive factor \(1-x+x^2/2\). For the cubic bound, `hd` computes the derivative of the difference and `hm` turns its sign into monotonicity on \([0,\infty)\).

`fracLog_error_eq` is the exact error formula: `Real.rpow_add` splits off \(r^p\), and `Real.rpow_def_of_pos` writes \(r^\varepsilon\) as an exponential.

`rpow_mul_log_sq_le` bounds \(r^pL^2\). It applies `Real.add_one_le_exp` at \(y-1\), squares the result, and uses the identity `e` to combine the exponentials into \(e^{-2}\).

`fracLog_error_bounds` joins these results. Its `calc` chain first replaces the exponential remainder by \((\varepsilon L)^2/2\), then inserts the bound on \(r^pL^2\). `fracLog_error_sharp` puts \(r=1/e\) into the error formula and applies the cubic bound.

`integral_rpow_mul_rpow` merges the two powers on \((0,1]\), where the base is positive, and integrates. `one_sub_overlap_sq` inserts three such integrals, removes the square root with `Real.sq_sqrt`, and leaves the polynomial identity for the numerator to `ring`.

The final theorem specialises the error bounds to \(p=2\) and the overlap formula to the exponents \(2\) and \(2+\varepsilon\).
